# Among all real symmetric matrices in an orbital basis, the lattice density fixes the matrix exactly when the orbital products are linearly independent

One form of constrained search in a finite orbital basis fixes a target density and minimises an energy over the one-body density matrices that reproduce it. A natural first question is how much freedom the constraint leaves. For real orbitals $\phi_0,\dots,\phi_{M-1}$ on sites $i$ and a real $M\times M$ matrix $\gamma$, the density is
$$\rho_i=\sum_{a,b}\gamma_{ab}\,\phi_a(i)\phi_b(i).$$
With $L$ sites, one can tabulate the $L\times M(M+1)/2$ matrix $P$ whose columns are the products $\phi_a\phi_b$, $a\le b$, and compute its rank. Among all real symmetric $\gamma$, with no further physical constraint imposed, no freedom is left exactly when the column rank is full.

In Lean 4 with Mathlib:

```lean
import Mathlib

open Matrix Finset

namespace OrbitalBasisDensity

variable {ι : Type*} {M : ℕ}
```

Sites form the type `ι`, and orbitals are labelled by `Fin M`. Nothing requires them to be normalised or orthogonal. The map $\gamma\mapsto\rho$ is `density`, the pairs $a\le b$ are `OrbPair M`, and the columns of $P$ are `pairProduct`.

```lean
/-- Site density `ρ_i = ∑_{ab} γ_ab φ_a(i) φ_b(i)` of a matrix `γ` in the orbital basis `φ`. -/
def density (φ : Fin M → ι → ℝ) (γ : Matrix (Fin M) (Fin M) ℝ) : ι → ℝ :=
  fun i => ∑ a, ∑ b, γ a b * φ a i * φ b i

/-- Pairs of orbital labels `(a, b)` with `a ≤ b`. -/
abbrev OrbPair (M : ℕ) := {p : Fin M × Fin M // p.1 ≤ p.2}

/-- The orbital product `φ_a φ_b` as a function on the sites, for a pair `a ≤ b`. -/
def pairProduct (φ : Fin M → ι → ℝ) (p : OrbPair M) : ι → ℝ :=
  fun i => φ p.1.1 i * φ p.1.2 i
```

## Symmetry of $\gamma$

A one-body density matrix is Hermitian, and a real one is symmetric. Complex orbitals, complex $\gamma$ and spin structure are not covered. Let $E_{ab}$ be the matrix with a single 1 at position $(a,b)$, and for coefficients $c_{ab}$ on pairs $a\le b$ put $\gamma_c=\sum_{a\le b}c_{ab}(E_{ab}+E_{ba})$. This is `symmOf c`.

```lean
/-- The matrix `∑_{a ≤ b} c_ab (E_ab + E_ba)` built from coefficients on pairs `a ≤ b`,
with `E_ab` the matrix units. -/
def symmOf (c : OrbPair M → ℝ) : Matrix (Fin M) (Fin M) ℝ :=
  fun a b => ∑ p : OrbPair M,
    ((if p.1 = (a, b) then c p else 0) + (if p.1 = (b, a) then c p else 0))
```

It is symmetric, with $(\gamma_c)_{ab}=c_{ab}$ for $a<b$ and $(\gamma_c)_{aa}=2c_{aa}$. In `symmOf_spec`, `h1` picks out the pair $(a,b)$ and `h2` shows that the transposed pair contributes nothing off the diagonal.

```lean
/-- The matrix built from pair coefficients is symmetric; its entry at `a ≤ b` is `c_ab`
off the diagonal and `2 c_aa` on it. -/
theorem symmOf_spec (c : OrbPair M → ℝ) :
    (symmOf c).IsSymm ∧
      ∀ q : OrbPair M, symmOf c q.1.1 q.1.2 = (if q.1.1 = q.1.2 then 2 else 1) * c q := by
  constructor
  · ext a b
    simp only [transpose_apply, symmOf]
    exact Finset.sum_congr rfl fun p _ => add_comm _ _
  · rintro ⟨⟨a, b⟩, hab⟩
    have h1 : ∑ p : OrbPair M, (if p.1 = (a, b) then c p else 0) = c ⟨(a, b), hab⟩ := by
      rw [Finset.sum_eq_single (⟨(a, b), hab⟩ : OrbPair M)]
      · exact if_pos rfl
      · intro p _ hp
        exact if_neg fun h => hp (Subtype.ext h)
      · intro h
        exact absurd (Finset.mem_univ _) h
    show symmOf c a b = (if a = b then 2 else 1) * c ⟨(a, b), hab⟩
    unfold symmOf
    rw [Finset.sum_add_distrib, h1]
    by_cases h : a = b
    · subst h
      rw [h1, if_pos rfl]
      ring
    · -- the transposed pair violates the ordering
      have h2 : ∑ p : OrbPair M, (if p.1 = (b, a) then c p else 0) = 0 := by
        refine Finset.sum_eq_zero fun p _ => if_neg fun hp => h ?_
        have hle := p.2
        rw [hp] at hle
        exact le_antisymm hab hle
      rw [h2, if_neg h]
      ring
```

Each $E_{ab}+E_{ba}$ has density $\phi_a\phi_b+\phi_b\phi_a=2\phi_a\phi_b$, which is `key` in `density_symmOf`. Exchanging the sums gives $\rho[\gamma_c]=2\sum_{a\le b}c_{ab}\phi_a\phi_b$.

```lean
/-- The density of the matrix built from pair coefficients is `2 ∑_{a ≤ b} c_ab φ_a φ_b`. -/
theorem density_symmOf (φ : Fin M → ι → ℝ) (c : OrbPair M → ℝ) :
    density φ (symmOf c) = (2 : ℝ) • ∑ p, c p • pairProduct φ p := by
  funext i
  have key : ∀ p : OrbPair M, ∑ a, ∑ b,
      ((if p.1 = (a, b) then c p else 0) + (if p.1 = (b, a) then c p else 0)) * φ a i * φ b i
        = 2 * (c p * pairProduct φ p i) := by
    intro p
    -- a double sum with a pair indicator keeps a single term
    have g : ∀ (f : Fin M → Fin M → ℝ) (x y : Fin M),
        ∑ a, ∑ b, (if (x, y) = (a, b) then f a b else 0) = f x y := by
      intro f x y
      rw [Finset.sum_eq_single x]
      · simp
      · intro a _ ha
        simp [ha.symm]
      · simp
    have h1 : ∑ a, ∑ b, (if p.1 = (a, b) then c p * φ a i * φ b i else 0)
        = c p * φ p.1.1 i * φ p.1.2 i :=
      g (fun a b => c p * φ a i * φ b i) p.1.1 p.1.2
    have h2 : ∑ a, ∑ b, (if p.1 = (b, a) then c p * φ a i * φ b i else 0)
        = c p * φ p.1.2 i * φ p.1.1 i :=
      Finset.sum_comm.trans (g (fun b a => c p * φ a i * φ b i) p.1.1 p.1.2)
    simp only [pairProduct, add_mul, Finset.sum_add_distrib, ite_mul, zero_mul]
    rw [h1, h2]
    ring
  simp only [density, symmOf, Pi.smul_apply, Finset.sum_apply, smul_eq_mul, Finset.sum_mul,
    Finset.mul_sum]
  rw [← Finset.sum_congr rfl fun p _ => key p]
  symm
  rw [Finset.sum_comm]
  exact Finset.sum_congr rfl fun a _ => Finset.sum_comm
```

Symmetry is used to invert the construction. Choosing $c_{aa}=\gamma_{aa}/2$ and $c_{ab}=\gamma_{ab}$ for $a<b$ reproduces the upper triangle of any $\gamma$, and $\gamma_{ab}=\gamma_{ba}$ supplies the lower one, through `hγ.apply` in the last case.

```lean
/-- Every real symmetric matrix is built from some coefficients on the pairs `a ≤ b`. -/
theorem exists_symmOf {γ : Matrix (Fin M) (Fin M) ℝ} (hγ : γ.IsSymm) :
    ∃ c : OrbPair M → ℝ, γ = symmOf c := by
  obtain ⟨c, hc⟩ : ∃ c : OrbPair M → ℝ,
      ∀ q, c q = (if q.1.1 = q.1.2 then 1 / 2 else 1) * γ q.1.1 q.1.2 := ⟨_, fun _ => rfl⟩
  have h : ∀ a b, a ≤ b → γ a b = symmOf c a b := by
    intro a b hab
    have := (symmOf_spec c).2 ⟨(a, b), hab⟩
    rw [hc] at this
    dsimp only at this
    rw [this]
    split_ifs <;> ring
  refine ⟨c, ?_⟩
  ext a b
  rcases le_total a b with hab | hba
  · exact h a b hab
  · rw [← hγ.apply a b, ← (symmOf_spec c).1.apply a b]
    exact h b a hba
```

Without symmetry and with $M\ge2$, one expects no uniqueness for any orbitals, since an antisymmetric matrix such as $E_{01}-E_{10}$ has zero density.

## Independence of the products

Independence means that no nonzero change of $\gamma$ within the symmetric matrices is invisible on the sites. The theorem `density_injOn_iff` states that `density φ` is injective on `{γ | γ.IsSymm}` if and only if the products are linearly independent.

Suppose injectivity and $\sum_{a\le b}c_{ab}\phi_a\phi_b=0$. Then $\rho[\gamma_c]=0=\rho[\gamma_0]$ (`hd`), so $\gamma_c=\gamma_0$ (`he`), and the entry formula gives $c_{ab}=0$ or $2c_{aa}=0$, the two cases closed by `linarith`. Conversely, suppose independence and $\rho[\gamma]=\rho[\gamma']$. Write $\gamma=\gamma_c$ and $\gamma'=\gamma_{c'}$ and cancel the factor 2 (`hs`). Then $\sum_{a\le b}(c_{ab}-c'_{ab})\phi_a\phi_b=0$, and independence, used once in `h0`, gives $c=c'$.

```lean
/-- The map from real symmetric matrices `γ` to densities is injective if and only if the
orbital products `φ_a φ_b` with `a ≤ b` are linearly independent. -/
theorem density_injOn_iff (φ : Fin M → ι → ℝ) :
    Set.InjOn (density φ) {γ | γ.IsSymm} ↔ LinearIndependent ℝ (pairProduct φ) := by
  rw [Fintype.linearIndependent_iff]
  constructor
  · intro hinj c hc q
    -- a linear relation among products gives a symmetric matrix of zero density
    have hd : density φ (symmOf c) = density φ (symmOf 0) := by
      rw [density_symmOf, density_symmOf, hc]
      simp
    have he := hinj (symmOf_spec c).1 (symmOf_spec 0).1 hd
    have h1 := (symmOf_spec c).2 q
    rw [he, (symmOf_spec 0).2 q, Pi.zero_apply] at h1
    split_ifs at h1 <;> linarith
  · intro hli γ hγ γ' hγ' hd
    obtain ⟨c, rfl⟩ := exists_symmOf hγ
    obtain ⟨c', rfl⟩ := exists_symmOf hγ'
    rw [density_symmOf, density_symmOf] at hd
    have hs := smul_right_injective (ι → ℝ) (two_ne_zero (α := ℝ)) hd
    -- equal densities force equal coefficients
    have h0 := hli (fun p => c p - c' p) (by
      simp only [sub_smul, Finset.sum_sub_distrib]
      exact sub_eq_zero.mpr hs)
    have : c = c' := funext fun p => sub_eq_zero.mp (h0 p)
    rw [this]
```

Because this is an equivalence, dependent products always allow two symmetric matrices with one density. Orbitals on disjoint sets of sites are an example: $\phi_0\phi_1=0$ leaves $\gamma_{01}$ unseen.

## Finitely many sites

The equivalence holds for any `ι`. Finiteness, `[Fintype ι]` with $L$ equal to `Fintype.card ι`, is needed only for counting. For each $b$ there are $b+1$ labels $a\le b$, so twice the number of pairs is $2\sum_{b=0}^{M-1}(b+1)=M(M+1)$. The step `h1` is the regrouping by $b$, and induction evaluates the sum.

```lean
/-- Twice the number of pairs `a ≤ b` among `M` orbitals is `M (M + 1)`. -/
theorem two_mul_card_orbPair (M : ℕ) : 2 * Fintype.card (OrbPair M) = M * (M + 1) := by
  have h1 : Fintype.card (OrbPair M) = ∑ b : Fin M, ((b : ℕ) + 1) := by
    rw [Fintype.card_subtype, Finset.card_filter, Fintype.sum_prod_type_right]
    refine Finset.sum_congr rfl fun b _ => ?_
    rw [← Finset.card_filter, ← Fin.card_Iic b]
    congr 1
    ext a
    simp
  rw [h1, Fin.sum_univ_eq_sum_range (fun k => k + 1) M]
  clear h1
  induction M with
  | zero => simp
  | succ n ih => rw [Finset.sum_range_succ, mul_add, ih]; ring
```

Independent vectors in $\mathbb R^L$ number at most $L$, so injectivity forces $M(M+1)\le 2L$. In `card_bound` this is `fintype_card_le_finrank`, with the dimension of `ι → ℝ` rewritten as $L$. With infinitely many sites the equivalence stays and this bound loses its content.

```lean
/-- If the density determines the symmetric matrix `γ`, then `M (M + 1) ≤ 2 L`, where `L` is
the number of sites. -/
theorem card_bound [Fintype ι] (φ : Fin M → ι → ℝ)
    (h : Set.InjOn (density φ) {γ | γ.IsSymm}) : M * (M + 1) ≤ 2 * Fintype.card ι := by
  have h1 := ((density_injOn_iff φ).1 h).fintype_card_le_finrank
  rw [Module.finrank_fintype_fun_eq_card] at h1
  rw [← two_mul_card_orbPair]
  omega
```

The contrapositive gives distinct symmetric $\gamma,\gamma'$ of equal density when $M(M+1)>2L$. It does not say that they have occupations in $[0,1]$ or come from a state.

```lean
/-- If `M (M + 1) > 2 L`, two different symmetric matrices have the same density. -/
theorem exists_same_density [Fintype ι] (φ : Fin M → ι → ℝ)
    (h : 2 * Fintype.card ι < M * (M + 1)) :
    ∃ γ γ' : Matrix (Fin M) (Fin M) ℝ,
      γ.IsSymm ∧ γ'.IsSymm ∧ γ ≠ γ' ∧ density φ γ = density φ γ' := by
  by_contra hn
  refine absurd (card_bound φ fun γ hγ γ' hγ' hd => ?_) (not_le_of_gt h)
  by_contra hne
  exact hn ⟨γ, γ', hγ, hγ', hne, hd⟩
```

## The admissible set

The set `A` stands for physical constraints such as particle number, idempotency or bounds on occupations, and `E` is any real function of $\gamma$. For independent products and a symmetric $\gamma\in A$, `constrained_search` states that $E(\gamma)$ is the least value of $E$ on the symmetric members of $A$ having the density of $\gamma$; `IsLeast` means a lower bound that is attained. Attainment uses `hγ` and `hA`, which put $\gamma$ in the search set. The bound uses `h` and `hγ`, since every member $\gamma'$ equals $\gamma$ by injectivity.

```lean
/-- With linearly independent products, the minimum of any functional `E` over the symmetric
matrices of an admissible set `A` that have the density of a symmetric `γ ∈ A` is `E γ`. -/
theorem constrained_search (φ : Fin M → ι → ℝ) (h : LinearIndependent ℝ (pairProduct φ))
    (A : Set (Matrix (Fin M) (Fin M) ℝ)) (E : Matrix (Fin M) (Fin M) ℝ → ℝ)
    {γ : Matrix (Fin M) (Fin M) ℝ} (hγ : γ.IsSymm) (hA : γ ∈ A) :
    IsLeast (E '' {γ' | γ' ∈ A ∧ γ'.IsSymm ∧ density φ γ' = density φ γ}) (E γ) := by
  refine ⟨⟨γ, ⟨hA, hγ, rfl⟩, rfl⟩, ?_⟩
  rintro _ ⟨γ', ⟨_, hs, hd⟩, rfl⟩
  exact le_of_eq (congrArg E ((density_injOn_iff φ).2 h hs hγ hd).symm)
```

Without `hA` the search set may be empty, and then there is no minimum. For density functional theory this means that, with real orbitals whose products are independent and among real symmetric $\gamma$ in this basis, the kinetic energy or any other function of $\gamma$ is determined by the density. The restriction to real $\gamma$ matters: for $M\ge2$ the imaginary antisymmetric part of a Hermitian $\gamma$ has zero density, so the states $\phi_0\pm i\phi_1$ share a density. Throughout, the search runs over one-body matrices, and many-body wavefunctions do not enter.

## Two orbitals on three sites

Take $\phi_0=(1,0,1)$ and $\phi_1=(0,1,1)$, so that $M(M+1)=6=2L$ and the bound is saturated. Then
$$\rho_0=\gamma_{00},\qquad \rho_1=\gamma_{11},\qquad \rho_2=\gamma_{00}+2\gamma_{01}+\gamma_{11},$$
which `h0`, `h1`, `h2` compare for two matrices before the equivalence turns injectivity into independence.

```lean
/-- The two orbitals `(1, 0, 1)` and `(0, 1, 1)` on three sites have linearly independent
products, with `M (M + 1) = 2 L`. -/
theorem pairProduct_witness :
    LinearIndependent ℝ (pairProduct (![![1, 0, 1], ![0, 1, 1]] : Fin 2 → Fin 3 → ℝ)) ∧
      2 * (2 + 1) = 2 * Fintype.card (Fin 3) := by
  refine ⟨(density_injOn_iff _).1 fun γ hγ γ' hγ' hd => ?_, by simp⟩
  have h0 := congrFun hd 0
  have h1 := congrFun hd 1
  have h2 := congrFun hd 2
  have s : γ 1 0 = γ 0 1 := Matrix.IsSymm.apply hγ 0 1
  have s' : γ' 1 0 = γ' 0 1 := Matrix.IsSymm.apply hγ' 0 1
  simp [density, Fin.sum_univ_two] at h0 h1 h2
  have e : γ 0 1 = γ' 0 1 := by linarith
  have e' : γ 1 0 = γ' 1 0 := by linarith
  ext a b
  fin_cases a <;> fin_cases b
  · exact h0
  · exact e
  · exact e'
  · exact h1

end OrbitalBasisDensity
```

```lean
#print axioms OrbitalBasisDensity.density_injOn_iff
#print axioms OrbitalBasisDensity.exists_same_density
#print axioms OrbitalBasisDensity.constrained_search
```

```
'OrbitalBasisDensity.density_injOn_iff' depends on axioms: [propext, Classical.choice, Quot.sound]
'OrbitalBasisDensity.exists_same_density' depends on axioms: [propext, Classical.choice, Quot.sound]
'OrbitalBasisDensity.constrained_search' depends on axioms: [propext, Classical.choice, Quot.sound]
```

For $\rho=(1/6,1/6,2/3)$ one finds $\gamma_{00}=\gamma_{11}=1/6$ and $\gamma_{01}=(2/3-1/3)/2=1/6$, which describes one electron in the state $(1,1,2)/\sqrt6$. In the normalised orbitals $\phi_a/\sqrt2$, whose overlap is $1/2$, every entry of the matrix is $1/3$. These numbers, like the antisymmetric and disjoint-support examples above, are plain arithmetic and are not among the theorems.
